# The Bernard–Duraffourg condition for Fermi-occupied levels

## Levels, occupations and quasi-Fermi levels

Energies are real numbers, and kT is the thermal energy, in the same unit. A level at energy E, belonging to a population with quasi-Fermi level F, is occupied by an electron with probability

f(E) = 1 / (exp((E − F)/kT) + 1).

In Lean this is `fermi kT F E`. An optical transition joins a lower level E1 to an upper level E2. The two levels have separate quasi-Fermi levels, Fp for the lower and Fn for the upper, but share one temperature. Write fv for the electron occupation of E1 and fc for that of E2. Both refer to electrons, so the hole probability in the lower level is 1 − fv.

Emission needs an electron above and a vacancy below; absorption needs the reverse. Their statistical factors are

R = fc (1 − fv),  A = fv (1 − fc),

which are `emission kT Fn Fp E1 E2` and `absorption kT Fn Fp E1 E2`. Stimulated emission and absorption between the same two levels also share a squared matrix element and a photon number. These common factors are left out, since, when positive, they affect neither the ratio nor the comparison.

## When emission wins

For kT > 0, the theorem `bernard_duraffourg` states two things:

R > A if and only if E2 − E1 < Fn − Fp,

R / A = exp((Fn − Fp − (E2 − E1))/kT).

The hypothesis `hT : 0 < kT` stands for a positive temperature shared by both populations. That each population has a Fermi distribution at all is built into the definitions: carriers are taken to thermalise within each band much faster than they recombine. The theorem does not require E2 > E1, although the optical reading does.

For a semiconductor laser modelled with non-interacting levels and sharp transitions, transitions at photon energies below Fn − Fp contribute gain and those above it contribute absorption, which gives a sign check on a computed gain spectrum. Positive gain in this sense is not yet a lasing threshold, because cavity losses are absent from the model.

## Derivation from the vacancy identity

Put x = (E − F)/kT. Then

1 − f = exp(x) / (exp(x) + 1) = exp(x) f.

Since f > 0 and exp(x) > 0, the vacancy 1 − f is also positive, so 0 < f < 1. Applying the identity to each level gives

R = fc fv exp((E1 − Fp)/kT),

A = fv fc exp((E2 − Fn)/kT).

The occupations are the same in both products. The exponents differ by

(E1 − Fp)/kT − (E2 − Fn)/kT = (Fn − Fp − (E2 − E1))/kT,

and therefore

R = exp((Fn − Fp − (E2 − E1))/kT) A.

Because A > 0, division gives the ratio. For the same reason R > A holds exactly when the exponential exceeds 1, that is, when its exponent is positive. With kT > 0 this means E2 − E1 < Fn − Fp.

The two factors are equal exactly when the exponent vanishes, at E2 − E1 = Fn − Fp. This is the transparency point, stated in `transparency`.

## Band edges and many transitions

Let the lower levels satisfy E1 ≤ Ev and the upper levels E2 ≥ Ec. If some pair has R > A, then

Ec − Ev ≤ E2 − E1 < Fn − Fp.

Conversely, if Ec − Ev < Fn − Fp, the pair E1 = Ev, E2 = Ec has R > A. So an inverted pair exists exactly when the splitting exceeds the gap, which is `exists_inversion_iff_gap_lt`. Every energy up to Ev and every energy from Ec upwards counts as a level here, and crystal momentum does not enter. In an indirect semiconductor the two band edges lie at different crystal momenta, so the inverted pair at the edges is not joined by a vertical transition.

Now take finitely many transitions i, from E_i to E_i + hν, with strengths w_i ≥ 0 that are not all zero. Let R_i and A_i be their statistical factors. Every transition has the same energy hν, so the same exponential appears in each term:

Σ_i w_i (R_i − A_i) = (exp((Fn − Fp − hν)/kT) − 1) Σ_i w_i A_i.

The last sum is positive, and the net gain is positive exactly when hν < Fn − Fp. This is `netGain_pos_iff`. The strengths may hold matrix elements and densities of states, but each w_i serves both directions of its transition. Lifetime broadening, which would mix transitions of different energies at one hν, is not included.

## The Bose form of the emission factor

The product fc fv cancels in the difference of the two factors:

A − R = fv − fc.

The exponential relation read backwards is A = exp((E2 − E1 − (Fn − Fp))/kT) R. Substituting it and dividing, which is allowed away from transparency, gives

R = (fv − fc) / (exp((E2 − E1 − (Fn − Fp))/kT) − 1).

The factor multiplying fv − fc is a Bose function of the transition energy with chemical potential Fn − Fp. For transition energies above Fn − Fp numerator and denominator are both positive, for those below it both are negative, and R is positive in either case. `emission_eq_bose` states this with the hypothesis `hne : E2 - E1 ≠ Fn - Fp`.

## A negative temperature reverses the inequality

Take kT = −1, E1 = Fp = 0, E2 = 1 and Fn = 2. Then E2 − E1 = 1 is less than Fn − Fp = 2, but

fv = 1/2,  fc = 1/(e + 1),

R = 1/(2(e + 1)),  A = e/(2(e + 1)).

A Fermi distribution at negative temperature requires energies bounded above, so this example tests the hypothesis on two levels and does not describe the unbounded bands used earlier. Absorption is larger by a factor e. The ratio formula still holds, with R/A = exp(−1); what fails is the step from the sign of the exponent to the sign of its numerator.

## The Lean file

```lean
import Mathlib

open Finset

namespace BernardDuraffourg

noncomputable section

/-- Fermi occupation of a level at energy `E` with quasi-Fermi level `F` and thermal energy `kT`. -/
def fermi (kT F E : ℝ) : ℝ := 1 / (Real.exp ((E - F) / kT) + 1)

/-- Statistical factor of emission: upper level `E2` occupied, lower level `E1` empty. -/
def emission (kT Fn Fp E1 E2 : ℝ) : ℝ := fermi kT Fn E2 * (1 - fermi kT Fp E1)

/-- Statistical factor of absorption: lower level `E1` occupied, upper level `E2` empty. -/
def absorption (kT Fn Fp E1 E2 : ℝ) : ℝ := fermi kT Fp E1 * (1 - fermi kT Fn E2)

/-- Stimulated emission minus absorption at photon energy `hν`, summed over transitions `i` from
lower levels `E i` to upper levels `E i + hν` with strengths `w i`. -/
def netGain {ι : Type*} [Fintype ι] (w E : ι → ℝ) (kT Fn Fp hν : ℝ) : ℝ :=
  ∑ i, w i * (emission kT Fn Fp (E i) (E i + hν) - absorption kT Fn Fp (E i) (E i + hν))

/-- The probability that a level is empty is `exp ((E - F) / kT)` times the probability that it is
occupied. -/
theorem one_sub_fermi (kT F E : ℝ) :
    1 - fermi kT F E = Real.exp ((E - F) / kT) * fermi kT F E := by
  have h : Real.exp ((E - F) / kT) + 1 ≠ 0 := by positivity
  unfold fermi
  rw [mul_one_div, eq_div_iff h, sub_mul, one_div_mul_cancel h]
  ring

/-- The Fermi occupation lies strictly between zero and one. -/
theorem fermi_mem_Ioo (kT F E : ℝ) : 0 < fermi kT F E ∧ fermi kT F E < 1 := by
  have h0 : 0 < fermi kT F E := by
    unfold fermi
    positivity
  have h1 := mul_pos (Real.exp_pos ((E - F) / kT)) h0
  rw [← one_sub_fermi] at h1
  exact ⟨h0, by linarith⟩

/-- The absorption factor is strictly positive. -/
theorem absorption_pos (kT Fn Fp E1 E2 : ℝ) : 0 < absorption kT Fn Fp E1 E2 :=
  mul_pos (fermi_mem_Ioo kT Fp E1).1 (sub_pos.2 (fermi_mem_Ioo kT Fn E2).2)

/-- Emission equals absorption times the exponential of the quasi-Fermi splitting less the
transition energy, in units of `kT`. -/
theorem emission_eq (kT Fn Fp E1 E2 : ℝ) :
    emission kT Fn Fp E1 E2 =
      Real.exp ((Fn - Fp - (E2 - E1)) / kT) * absorption kT Fn Fp E1 E2 := by
  -- the exponentials of the two levels have the claimed exponential as their ratio
  have h : Real.exp ((E1 - Fp) / kT) =
      Real.exp ((Fn - Fp - (E2 - E1)) / kT) * Real.exp ((E2 - Fn) / kT) := by
    rw [← Real.exp_add]
    congr 1
    ring
  unfold emission absorption
  rw [one_sub_fermi, one_sub_fermi, h]
  ring

/-- **Bernard-Duraffourg condition**: stimulated emission exceeds absorption exactly when the
quasi-Fermi splitting exceeds the transition energy, and their ratio is the exponential of the
difference in units of `kT`. -/
theorem bernard_duraffourg {kT : ℝ} (hT : 0 < kT) (Fn Fp E1 E2 : ℝ) :
    (absorption kT Fn Fp E1 E2 < emission kT Fn Fp E1 E2 ↔ E2 - E1 < Fn - Fp) ∧
      emission kT Fn Fp E1 E2 / absorption kT Fn Fp E1 E2 =
        Real.exp ((Fn - Fp - (E2 - E1)) / kT) := by
  have ha := absorption_pos kT Fn Fp E1 E2
  constructor
  · rw [emission_eq, lt_mul_iff_one_lt_left ha, Real.one_lt_exp_iff,
      div_pos_iff_of_pos_right hT, sub_pos]
  · rw [emission_eq, mul_div_assoc, div_self ha.ne', mul_one]

/-- Transparency: emission and absorption balance exactly when the transition energy equals the
quasi-Fermi splitting. -/
theorem transparency {kT : ℝ} (hT : 0 < kT) (Fn Fp E1 E2 : ℝ) :
    emission kT Fn Fp E1 E2 = absorption kT Fn Fp E1 E2 ↔ E2 - E1 = Fn - Fp := by
  have ha := absorption_pos kT Fn Fp E1 E2
  rw [emission_eq]
  constructor
  · intro h
    have h1 : Real.exp ((Fn - Fp - (E2 - E1)) / kT) = 1 :=
      mul_right_cancel₀ ha.ne' (by rw [one_mul]; exact h)
    rcases div_eq_zero_iff.1 ((Real.exp_eq_one_iff _).1 h1) with h2 | h2
    · linarith
    · exact absurd h2 hT.ne'
  · intro h
    rw [h, sub_self, zero_div, Real.exp_zero, one_mul]

/-- For a valence band below `Ev` and a conduction band above `Ec`, some pair of levels has
emission exceeding absorption exactly when the quasi-Fermi splitting exceeds the gap. -/
theorem exists_inversion_iff_gap_lt {kT : ℝ} (hT : 0 < kT) (Fn Fp Ev Ec : ℝ) :
    (∃ E1 E2, E1 ≤ Ev ∧ Ec ≤ E2 ∧ absorption kT Fn Fp E1 E2 < emission kT Fn Fp E1 E2) ↔
      Ec - Ev < Fn - Fp := by
  constructor
  · rintro ⟨E1, E2, h1, h2, h⟩
    have h3 := (bernard_duraffourg hT Fn Fp E1 E2).1.1 h
    linarith
  · intro h
    -- the band edges themselves are inverted
    exact ⟨Ev, Ec, le_rfl, le_rfl, (bernard_duraffourg hT Fn Fp Ev Ec).1.2 h⟩

/-- For transitions with nonnegative strengths, not all zero, the net gain at a photon energy is
positive exactly when that energy is below the quasi-Fermi splitting. -/
theorem netGain_pos_iff {ι : Type*} [Fintype ι] {w : ι → ℝ} (hw : ∀ i, 0 ≤ w i)
    (hw' : ∃ i, 0 < w i) (E : ι → ℝ) {kT : ℝ} (hT : 0 < kT) (Fn Fp hν : ℝ) :
    0 < netGain w E kT Fn Fp hν ↔ hν < Fn - Fp := by
  have hS : 0 < ∑ i, w i * absorption kT Fn Fp (E i) (E i + hν) := by
    obtain ⟨j, hj⟩ := hw'
    exact Finset.sum_pos' (fun i _ => mul_nonneg (hw i) (absorption_pos _ _ _ _ _).le)
      ⟨j, Finset.mem_univ j, mul_pos hj (absorption_pos _ _ _ _ _)⟩
  -- all transitions share the same exponential, which factors out of the sum
  have hG : netGain w E kT Fn Fp hν = (Real.exp ((Fn - Fp - hν) / kT) - 1) *
      ∑ i, w i * absorption kT Fn Fp (E i) (E i + hν) := by
    unfold netGain
    rw [Finset.mul_sum]
    refine Finset.sum_congr rfl fun i _ => ?_
    rw [emission_eq, add_sub_cancel_left]
    ring
  rw [hG, mul_pos_iff_of_pos_right hS, sub_pos, Real.one_lt_exp_iff,
    div_pos_iff_of_pos_right hT, sub_pos]

/-- Away from transparency, the emission factor is the occupation difference of the lower and
upper levels times a Bose factor with the quasi-Fermi splitting as chemical potential. -/
theorem emission_eq_bose {kT : ℝ} (hT : 0 < kT) {Fn Fp E1 E2 : ℝ}
    (hne : E2 - E1 ≠ Fn - Fp) :
    emission kT Fn Fp E1 E2 = (fermi kT Fp E1 - fermi kT Fn E2) /
      (Real.exp ((E2 - E1 - (Fn - Fp)) / kT) - 1) := by
  have hD : Real.exp ((E2 - E1 - (Fn - Fp)) / kT) - 1 ≠ 0 := by
    intro h
    have h1 := (Real.exp_eq_one_iff _).1 (sub_eq_zero.1 h)
    rcases div_eq_zero_iff.1 h1 with h2 | h2
    · exact hne (sub_eq_zero.1 h2)
    · exact hT.ne' h2
  -- the exponential relation read in the opposite direction
  have hA : Real.exp ((E2 - E1 - (Fn - Fp)) / kT) * emission kT Fn Fp E1 E2 =
      absorption kT Fn Fp E1 E2 := by
    have h0 : (E2 - E1 - (Fn - Fp)) / kT + (Fn - Fp - (E2 - E1)) / kT = 0 := by ring
    rw [emission_eq, ← mul_assoc, ← Real.exp_add, h0, Real.exp_zero, one_mul]
  -- the product of the two occupations cancels in the difference
  have hd : absorption kT Fn Fp E1 E2 - emission kT Fn Fp E1 E2 =
      fermi kT Fp E1 - fermi kT Fn E2 := by
    unfold absorption emission
    ring
  rw [eq_div_iff hD]
  linear_combination hA + hd

end

end BernardDuraffourg
```

```lean
#print axioms BernardDuraffourg.bernard_duraffourg
-- 'BernardDuraffourg.bernard_duraffourg' depends on axioms: [propext, Classical.choice, Quot.sound]
#print axioms BernardDuraffourg.exists_inversion_iff_gap_lt
-- 'BernardDuraffourg.exists_inversion_iff_gap_lt' depends on axioms: [propext, Classical.choice, Quot.sound]
#print axioms BernardDuraffourg.netGain_pos_iff
-- 'BernardDuraffourg.netGain_pos_iff' depends on axioms: [propext, Classical.choice, Quot.sound]
#print axioms BernardDuraffourg.emission_eq_bose
-- 'BernardDuraffourg.emission_eq_bose' depends on axioms: [propext, Classical.choice, Quot.sound]
```

## How the proof follows the derivation

`one_sub_fermi` is the identity 1 − f = exp(x) f, proved by clearing the positive denominator. `fermi_mem_Ioo` obtains f > 0 from the definition, then reads the positive product exp(x) f as 1 − f to get f < 1. `absorption_pos` multiplies a positive occupation by a positive vacancy.

`emission_eq` carries the main calculation. Its inner statement `h` writes the factor exp((E1 − Fp)/kT) of the lower level as the claimed exponential times the factor exp((E2 − Fn)/kT) of the upper level; `Real.exp_add` reduces this to the comparison of exponents made above. Both vacancies are then replaced using `one_sub_fermi`, and `ring` matches the products.

In `bernard_duraffourg`, the first part rewrites emission by `emission_eq` and follows the chain of equivalences: `lt_mul_iff_one_lt_left` removes the positive absorption factor, `Real.one_lt_exp_iff` passes to the exponent, and `div_pos_iff_of_pos_right hT` removes kT. Only this last step uses the positive temperature. The second part cancels the nonzero absorption factor and does not need `hT`.

`transparency` cancels the same factor from an equation, leaving an exponential equal to 1 and so an exponent equal to 0. A quotient is zero in Lean if its numerator or its denominator is zero, and `hT` excludes the second case.

The band-edge theorem uses the main equivalence once in each direction. In `netGain_pos_iff`, `hS` shows that the weighted absorption sum is positive, with at least one strictly positive strength, given by `hw'`, supplying a strictly positive term. `hG` factors out the common exponential term by term, after which the sign argument is the one for a single transition.

For the Bose form, `hD` shows that the denominator is nonzero, `hA` is the exponential relation read backwards, and `hd` is the difference A − R = fv − fc. Once the denominator has been multiplied out, the goal is the sum of `hA` and `hd`, which is what `linear_combination hA + hd` verifies.
